# Contracting an integrable charge density by k > 0 turns its form factor f(q) into f(q/k)

Let $\rho$ be an integrable complex density on $\mathbb{R}^d$, let $k>0$, and write

$$f(q)=\int \rho(x)\,e^{iq\cdot x}\,dx,\qquad \rho_k(x)=k^d\rho(kx).$$

Then $\rho_k$ is integrable, has the same total charge as $\rho$, and has form factor $f(q/k)$ at every scattering vector $q$. For $k>1$ the density is drawn in towards the origin and its form factor spreads out; for $k<1$ the reverse happens. The word "contracted" is used below for both cases.

In the refinement of diffraction data, this rule lets a valence shell swell or shrink without its form factor being recomputed, as long as the change is a uniform scaling described by the single parameter $k$, usually written $\kappa$ (kappa) in that field.

## Derivation by change of variables

**Charge.** Substitute $y=kx$, so that $dx=k^{-d}dy$. The prefactor cancels the Jacobian:

$$\int |\rho_k(x)|\,dx=\int|\rho(y)|\,dy<\infty,\qquad \int\rho_k(x)\,dx=\int\rho(y)\,dy.$$

**Form factor.** The phase $e^{iq\cdot x}$ has modulus one, so the integral defining the form factor converges whenever the density is integrable. Since $q\cdot x=(q/k)\cdot(kx)$, the same substitution gives

$$\int k^d\rho(kx)\,e^{iq\cdot x}\,dx=\int\rho(y)\,e^{i(q/k)\cdot y}\,dy=f(q/k).$$

**Radial moments.** Let $n$ be a natural number for which $|x|^n\rho(x)$ is integrable. From $|x|^n=k^{-n}|kx|^n$,

$$\int|x|^n\rho_k(x)\,dx=k^{-n}\int k^d|kx|^n\rho(kx)\,dx=k^{-n}\int|y|^n\rho(y)\,dy.$$

**Core and valence.** Take an atom with density $\rho_{\text{core}}(x)+P\,k^d\rho_{\text{val}}(kx)$, where $\rho_{\text{val}}$ is normalised to one electron and $P$ is the population of the valence shell. The integral is linear, so the form factor is $f_{\text{core}}(q)+P f_{\text{val}}(q/k)$.

**Visibility.** Suppose $k\neq1$ and $f(q_0)\neq0$ for some $q_0\neq0$. If contraction left the form factor unchanged, then $f(q/k)=f(q)$ for all $q$. Put $c=1/k$ if $k<1$. If $k>1$, put $c=k$ and replace $q$ by $kq$ in the identity. Either way $c>1$ and $f(cq)=f(q)$ for all $q$, so by induction

$$f(c^nq_0)=f(q_0)\qquad(n=0,1,2,\dots).$$

The vectors $c^nq_0$ go to infinity, where the Riemann–Lebesgue lemma says that $f$ tends to zero. Hence $f(q_0)=0$, a contradiction. The two form factors therefore differ at some $q$.

## Space, form factor and contracted density

In Lean 4 with Mathlib:

```lean
import Mathlib

open MeasureTheory Filter Topology
open scoped InnerProductSpace

namespace KappaScaling

noncomputable section
```

Positions and scattering vectors live in the same Euclidean space, whose dimension `d` is any natural number.

```lean
/-- Position space, and also the space of scattering vectors, in `d` dimensions. -/
abbrev Space (d : ℕ) := EuclideanSpace ℝ (Fin d)
```

The form factor is defined with a positive sign in the exponent and no factor $2\pi$, so $q$ is an angular wave vector. The density is a complex-valued function; an ordinary real electron density is a special case. No spherical symmetry is assumed.

```lean
variable {d : ℕ}

/-- The form factor of a density: the integral of `ρ(x) exp(i q·x)` over space. -/
def formFactor (ρ : Space d → ℂ) (q : Space d) : ℂ :=
  ∫ x, ρ x * Complex.exp ((⟪q, x⟫_ℝ : ℝ) * Complex.I)
```

The contracted density is written out as an explicit function, with `k • x` for the scaled position.

```lean
/-- The density `k^d ρ(kx)`, obtained from `ρ` by rescaling lengths with the parameter `k`. -/
def contracted (k : ℝ) (ρ : Space d → ℂ) (x : Space d) : ℂ :=
  (k : ℂ) ^ d * ρ (k • x)
```

A different model would describe the charge by a finite complex measure and contract it by pushing the measure forward along $x\mapsto x/k$. The prefactor $k^d$ would disappear, and point charges would be included. The scaling rule would survive, but the visibility result would not: a point charge at the origin has a constant form factor, and contraction leaves it where it is.

## Conservation of charge

The hypothesis `Integrable ρ` means that $\rho$ is measurable, up to a null set, and that $\int|\rho|$ is finite. The conclusion has two parts, integrability of the contracted density and equality of the two total charges.

```lean
/-- For `k > 0`, contracting an integrable density gives an integrable density with the same
total charge. -/
theorem contracted_charge {k : ℝ} (hk : 0 < k) {ρ : Space d → ℂ} (hρ : Integrable ρ) :
    Integrable (contracted k ρ) ∧ ∫ x, contracted k ρ x = ∫ x, ρ x := by
  refine ⟨(hρ.comp_smul hk.ne').const_mul _, ?_⟩
  have hpos : 0 < (k ^ d)⁻¹ := inv_pos.mpr (pow_pos hk d)
  have hk' : (k : ℂ) ≠ 0 := Complex.ofReal_ne_zero.mpr hk.ne'
  -- the Jacobian of `y = kx` cancels the prefactor `k^d`
  simp only [contracted]
  rw [integral_const_mul, Measure.integral_comp_smul, finrank_euclideanSpace_fin,
    abs_of_pos hpos, Complex.real_smul]
  push_cast
  rw [← mul_assoc, mul_inv_cancel₀ (pow_ne_zero _ hk'), one_mul]
```

Integrability comes from the library's result on composition with a scaling, followed by multiplication by a constant. For the charge, `Measure.integral_comp_smul` performs the substitution $y=kx$ and produces the Jacobian as the absolute value of $(k^d)^{-1}$. The absolute value is removed because $k>0$, and the last line cancels the Jacobian against $k^d$.

## The phase and the scaling rule

The next lemma is the remark that a factor of modulus one does not affect integrability. The phase is continuous, hence measurable, and the norm of the product equals the norm of $\rho(x)$.

```lean
/-- An integrable density stays integrable when multiplied by the scattering phase
`exp(i q·x)`. -/
theorem integrable_phase {ρ : Space d → ℂ} (hρ : Integrable ρ) (q : Space d) :
    Integrable (fun x => ρ x * Complex.exp ((⟪q, x⟫_ℝ : ℝ) * Complex.I)) := by
  have hc : Continuous
      (fun x : Space d => Complex.exp ((⟪q, x⟫_ℝ : ℝ) * Complex.I)) := by fun_prop
  refine hρ.mono (hρ.1.mul hc.aestronglyMeasurable) (Eventually.of_forall fun x => ?_)
  rw [norm_mul, Complex.norm_exp_ofReal_mul_I, mul_one]
```

The main theorem joins the three assertions of the opening claim. The vector $q/k$ appears as `k⁻¹ • q`.

```lean
/-- The kappa scaling rule: for an integrable density `ρ` and `k > 0`, the density `k^d ρ(kx)`
is integrable, has the total charge of `ρ`, and has form factor `f(q/k)` at every `q`, where
`f` is the form factor of `ρ`. -/
theorem kappa_scaling {k : ℝ} (hk : 0 < k) {ρ : Space d → ℂ} (hρ : Integrable ρ) :
    Integrable (contracted k ρ) ∧ ∫ x, contracted k ρ x = ∫ x, ρ x ∧
      ∀ q, formFactor (contracted k ρ) q = formFactor ρ (k⁻¹ • q) := by
  refine ⟨(contracted_charge hk hρ).1, (contracted_charge hk hρ).2, fun q => ?_⟩
  unfold formFactor
  rw [← (contracted_charge hk (integrable_phase hρ (k⁻¹ • q))).2]
  refine integral_congr_ae (Eventually.of_forall fun x => ?_)
  -- the phase is unchanged when `q` shrinks as `x` grows
  have e : ⟪k⁻¹ • q, k • x⟫_ℝ = ⟪q, x⟫_ℝ := by
    rw [real_inner_smul_left, real_inner_smul_right, inv_mul_cancel_left₀ hk.ne']
  simp only [contracted, e]
  ring
```

The first two parts are the charge lemma. For the third, the proof starts from the right-hand side, $f(q/k)$, which is the total charge of the phased density $y\mapsto\rho(y)e^{i(q/k)\cdot y}$. The charge lemma, read from right to left, replaces this density by its contraction. It remains to compare two integrands at each $x$, and the equation `e` supplies $(q/k)\cdot(kx)=q\cdot x$.

## Radial moments

Here the hypothesis is that $|x|^n\rho(x)$ is integrable; integrability of $\rho$ itself is not required. Distances are measured from the origin, which is also the centre of the contraction, so for an atom the nucleus should sit there.

```lean
/-- For `k > 0`, if the `n`-th radial moment of `ρ` converges absolutely, then so does that of
the contracted density, and it is the moment of `ρ` divided by `k^n`. -/
theorem radial_moment {k : ℝ} (hk : 0 < k) {ρ : Space d → ℂ} (n : ℕ)
    (hρ : Integrable (fun x => (‖x‖ : ℂ) ^ n * ρ x)) :
    Integrable (fun x => (‖x‖ : ℂ) ^ n * contracted k ρ x) ∧
      ∫ x, (‖x‖ : ℂ) ^ n * contracted k ρ x
        = ((k : ℂ) ^ n)⁻¹ * ∫ x, (‖x‖ : ℂ) ^ n * ρ x := by
  have hk' : (k : ℂ) ≠ 0 := Complex.ofReal_ne_zero.mpr hk.ne'
  have h := contracted_charge hk hρ
  have e : (fun x => (‖x‖ : ℂ) ^ n * contracted k ρ x) = fun x =>
      ((k : ℂ) ^ n)⁻¹ * contracted k (fun y => (‖y‖ : ℂ) ^ n * ρ y) x := by
    funext x
    simp only [contracted, norm_smul, Real.norm_of_nonneg hk.le, Complex.ofReal_mul, mul_pow]
    field_simp
  rw [e]
  exact ⟨h.1.const_mul _, by rw [integral_const_mul, h.2]⟩
```

The equation `e` writes the new integrand as $k^{-n}$ times the contraction of $|y|^n\rho(y)$, as in the derivation above. The charge lemma then gives both convergence and the value. With $n=2$, for example, the second radial moment is divided by $k^2$.

## A frozen core with a scaled valence shell

The theorem takes two integrable densities and a real weight `P`. If the valence density is normalised to one electron, `P` is the number of valence electrons, but neither that normalisation nor a positive `P` is needed for the identity.

```lean
/-- An atom with an integrable core density and an integrable valence density, the latter
contracted by `k > 0` and weighted by a population `P`, has form factor
`f_core(q) + P f_val(q/k)`. -/
theorem core_valence_formFactor {k : ℝ} (hk : 0 < k) {core val : Space d → ℂ}
    (hcore : Integrable core) (hval : Integrable val) (P : ℝ) (q : Space d) :
    formFactor (fun x => core x + P * contracted k val x) q
      = formFactor core q + P * formFactor val (k⁻¹ • q) := by
  have h := kappa_scaling hk hval
  rw [← h.2.2 q]
  unfold formFactor
  rw [← integral_const_mul, ← integral_add (integrable_phase hcore q)
    ((integrable_phase h.1 q).const_mul _)]
  refine integral_congr_ae (Eventually.of_forall fun x => ?_)
  ring
```

The scaling rule is used backwards to turn $f_{\text{val}}(q/k)$ into the form factor of the contracted shell. The weight is moved inside the integral and the two integrals are merged, which is legitimate because the phase lemma makes both integrands integrable. The model is a single static atom with one scaled shell: thermal motion is absent, and so are further deformation terms with scaling parameters of their own.

## When contraction changes the form factor

The last theorem concerns whether $k$ leaves any trace in the scattering amplitude. It needs `k ≠ 1` and a nonzero scattering vector at which the form factor does not vanish.

```lean
/-- If an integrable density has a nonzero form factor at some `q₀ ≠ 0`, then contracting it by
a positive `k ≠ 1` changes the form factor at some scattering vector. -/
theorem contraction_visible {k : ℝ} (hk : 0 < k) (hk1 : k ≠ 1) {ρ : Space d → ℂ}
    (hρ : Integrable ρ) {q₀ : Space d} (hq : q₀ ≠ 0) (hf : formFactor ρ q₀ ≠ 0) :
    ∃ q, formFactor (contracted k ρ) q ≠ formFactor ρ q := by
  -- Riemann-Lebesgue: the form factor dies out at large scattering vectors
  have RL : Tendsto (formFactor ρ) (cocompact (Space d)) (𝓝 0) := by
    have hc : (-(2 * Real.pi)⁻¹ : ℝ) ≠ 0 :=
      neg_ne_zero.mpr (inv_ne_zero (mul_ne_zero two_ne_zero Real.pi_ne_zero))
    have h := (tendsto_integral_exp_inner_smul_cocompact ρ).comp
      (Homeomorph.smulOfNeZero _ hc : Space d ≃ₜ Space d).isClosedEmbedding.tendsto_cocompact
    refine h.congr fun q => ?_
    change (∫ x, Real.fourierChar (-⟪x, (-(2 * Real.pi)⁻¹ : ℝ) • q⟫_ℝ) • ρ x)
      = ∫ x, ρ x * Complex.exp ((⟪q, x⟫_ℝ : ℝ) * Complex.I)
    refine integral_congr_ae (Eventually.of_forall fun x => ?_)
    have e : 2 * Real.pi * (-⟪x, (-(2 * Real.pi)⁻¹ : ℝ) • q⟫_ℝ) = ⟪q, x⟫_ℝ := by
      rw [real_inner_smul_right, real_inner_comm q x, neg_mul, neg_neg,
        mul_inv_cancel_left₀ (mul_ne_zero two_ne_zero Real.pi_ne_zero)]
    beta_reduce
    rw [Circle.smul_def, Real.fourierChar_apply, e, smul_eq_mul, mul_comm]
  -- a form factor invariant under a dilation `c > 1` would vanish at `q₀`
  have key : ∀ c : ℝ, 1 < c → (∀ q, formFactor ρ (c • q) = formFactor ρ q) → False := by
    intro c hc H
    have hn : ∀ n : ℕ, formFactor ρ (c ^ n • q₀) = formFactor ρ q₀ := by
      intro n
      induction n with
      | zero => rw [pow_zero, one_smul]
      | succ n ih => rw [pow_succ', mul_smul, H, ih]
    have hlim : Tendsto (fun n : ℕ => c ^ n • q₀) atTop (cocompact (Space d)) := by
      rw [← Metric.cobounded_eq_cocompact, ← tendsto_norm_atTop_iff_cobounded]
      have hnorm : ∀ n : ℕ, c ^ n * ‖q₀‖ = ‖c ^ n • q₀‖ := fun n => by
        rw [norm_smul, Real.norm_of_nonneg (pow_nonneg (by linarith) n)]
      exact ((tendsto_pow_atTop_atTop_of_one_lt hc).atTop_mul_const
        (norm_pos_iff.mpr hq)).congr hnorm
    exact hf (tendsto_nhds_unique (tendsto_const_nhds.congr fun n => (hn n).symm)
      (RL.comp hlim))
  by_contra hcon
  have H : ∀ q, formFactor ρ (k⁻¹ • q) = formFactor ρ q := fun q => by
    rw [← (kappa_scaling hk hρ).2.2 q]
    exact not_not.mp fun hne => hcon ⟨q, hne⟩
  rcases lt_or_gt_of_ne hk1 with hlt | hgt
  · exact key k⁻¹ ((one_lt_inv₀ hk).mpr hlt) H
  · refine key k hgt fun q => ?_
    rw [← H (k • q), inv_smul_smul₀ hk.ne']

end

end KappaScaling
```

The statement `RL` is the Riemann–Lebesgue lemma in the present convention. Mathlib's version uses the phase $e^{-2\pi i\,x\cdot w}$, so the proof sets $w=-q/(2\pi)$. This rescaling is a homeomorphism and sends vectors going to infinity to vectors going to infinity, which is what convergence along `cocompact` expresses.

The statement `key` excludes invariance under any dilation $c>1$. Its part `hn` is the induction $f(c^nq_0)=f(q_0)$, and `hlim` shows that $c^nq_0$ leaves every bounded set because $c^n|q_0|\to\infty$. A constant sequence that tends to zero must be zero, which contradicts `hf`. The closing lines assume that no scattering vector distinguishes the two densities, derive $f(q/k)=f(q)$ from the scaling rule, and apply `key` with $c=1/k$ or $c=k$.

The theorem yields one scattering vector at which the complex amplitudes differ. It does not locate that vector or bound the size of the difference, so it does not tell an experimenter whether a given data set can determine $k$. It also speaks of amplitudes and not of intensities, although the argument by hand goes through unchanged with $|f|$ in place of $f$.

```lean
#print axioms KappaScaling.radial_moment
#print axioms KappaScaling.core_valence_formFactor
#print axioms KappaScaling.contraction_visible
```

```
'KappaScaling.radial_moment' depends on axioms: [propext, Classical.choice, Quot.sound]
'KappaScaling.core_valence_formFactor' depends on axioms: [propext, Classical.choice, Quot.sound]
'KappaScaling.contraction_visible' depends on axioms: [propext, Classical.choice, Quot.sound]
```
